# A commutator from two opposite shifts of the gate $\cos t + i\sin t\,A$

Let $A$ and $B$ be elements of an associative complex algebra with unit, for example complex $n\times n$ matrices. For a real angle $t$, define

$$U_A(t)=\cos t\;1+i\sin t\;A,\qquad R_A(t,B)=U_A(t)\,B\,U_A(-t),\qquad [A,B]=AB-BA .$$

Here $A$ is the generator of the gate, $B$ is the observable, and $R_A(t,B)$ is the rotated observable. If $A^2=1$, then $U_A(t)=e^{itA}$. A matrix with $A^2=1$ has no eigenvalues other than $\pm1$; Pauli strings are examples. If $A$ is also Hermitian, the gate is unitary, and $\langle\psi|R_A(t,B)|\psi\rangle$ is the expectation value of $B$ after the circuit $e^{-itA}$ has acted on $|\psi\rangle$.

Many codes define the gate as $e^{-i\theta A/2}$. Its angle is $\theta=2t$, so a shift of $t=\pi/4$ here is a shift of $\theta=\pi/2$ there.

## The difference of opposite shifts

For every $A$, $B$ and real $t$,

$$R_A(t,B)-R_A(-t,B)=i\sin(2t)\,[A,B].$$

At $t=\pi/4$ the right-hand side is $i[A,B]$. The shift is finite and there is no truncation error. The identity does not need $A^2=1$; that condition is what makes $U_A(t)$ the exponential gate of a circuit.

## Energy gradients for Pauli generators

In a variational eigensolver whose gates are generated by Pauli strings, the derivative of the energy with respect to $t$, for a gate $e^{-itA}$ appended at $t=0$, is the expectation value of $i[A,H]$, with $H$ the qubit Hamiltonian. The derivative with respect to $\theta=2t$ is half of this. The energy at $t=\pi/4$ minus the energy at $t=-\pi/4$ equals the derivative with respect to $t$, exactly for ideal gates and exact expectation values. A simulation code can compare this difference with a commutator computed by matrix multiplication, which tests its sign and angle conventions.

A small case has $A=X$ and $B=Z$. Then $[X,Z]=-2iY$, and the difference at $\pi/4$ must be $2Y$. A result of $-2Y$ points to a reversed gate sign, and a result of $\sqrt2\,Y$ to a missing factor of two in the angle.

## Expanding the rotated observable

Multiplying out the three factors gives

$$\begin{aligned}
R_A(t,B)&=(\cos t+i\sin t\,A)\,B\,(\cos t-i\sin t\,A)\\
&=\cos^2 t\,B+i\sin t\cos t\,(AB-BA)+\sin^2 t\,ABA .
\end{aligned}$$

The last sign is positive because $i\cdot(-i)=1$. Under $t\to-t$ the first and third terms are unchanged and the commutator term changes sign. Subtraction leaves $2i\sin t\cos t\,[A,B]=i\sin(2t)[A,B]$.

If $\sin(2t)\neq0$, the prefactor is nonzero, so the two shifted observables are equal exactly when $AB=BA$. The excluded angles are the multiples of $\pi/2$, where the difference vanishes for every $B$.

**Two generators.** Let $C$ be a second generator and $s$ a second angle. Applying the identity first to $A$ and then to $C$ gives

$$\begin{aligned}
&R_A(s,R_C(t,B))-R_A(-s,R_C(t,B))-R_A(s,R_C(-t,B))+R_A(-s,R_C(-t,B))\\
&\quad=i\sin(2s)\,[A,\;R_C(t,B)-R_C(-t,B)]\\
&\quad=i\sin(2s)\,[A,\;i\sin(2t)[C,B]]
=-\sin(2s)\sin(2t)\,[A,[C,B]].
\end{aligned}$$

**Second order.** Now assume $A^2=1$. The gates are inverse to each other, since $U_A(t)U_A(-t)=\cos^2t+\sin^2t\,A^2=1$. The double commutator simplifies to

$$[A,[A,B]]=A^2B-2ABA+BA^2=2(B-ABA).$$

Substituting $ABA=B-\tfrac12[A,[A,B]]$ into the expansion yields

$$R_A(t,B)=B+\tfrac{i}{2}\sin(2t)[A,B]-\tfrac12\sin^2t\,[A,[A,B]].$$

Adding the value at $-t$ and subtracting $2B$ leaves

$$R_A(t,B)+R_A(-t,B)-2B=-\sin^2t\,[A,[A,B]].$$

**The gradient at any angle.** The name "parameter-shift rule" usually refers to a derivative, which the Lean theorems below do not treat. For a matrix $A$ with $A^2=1$ it follows quickly. Since $U_A'(t)=iA\,U_A(t)$, the derivative of $R_A(t,B)$ with respect to $t$ is $i[A,R_A(t,B)]$. The identity at $\pi/4$, applied to $R_A(t,B)$ in place of $B$, and the addition of angles then give

$$\frac{d}{dt}R_A(t,B)=R_A(t+\tfrac{\pi}{4},B)-R_A(t-\tfrac{\pi}{4},B).$$

## The Lean source

```lean
import Mathlib

open Complex

namespace CommutatorShiftRule

noncomputable section

variable {R : Type*} [Ring R] [Algebra ℂ R]

/-- The commutator `[A, B] = AB - BA`. -/
def comm (A B : R) : R := A * B - B * A

/-- The element `U(t) = cos t + i sin t A`, called the gate with generator `A`. -/
def gate (A : R) (t : ℝ) : R :=
  (Real.cos t : ℂ) • (1 : R) + (I * (Real.sin t : ℂ)) • A

/-- The observable `B` between two gates of opposite angle, `U(t) B U(-t)`. -/
def rotated (A : R) (t : ℝ) (B : R) : R := gate A t * B * gate A (-t)

/-- The product `U(t) B U(-t)` consists of a `B` term, a commutator term and an `ABA` term. -/
theorem rotated_expand (A B : R) (t : ℝ) :
    rotated A t B = ((Real.cos t : ℂ) ^ 2) • B
      + (I * (Real.sin t : ℂ) * (Real.cos t : ℂ)) • comm A B
      + ((Real.sin t : ℂ) ^ 2) • (A * B * A) := by
  -- the two factors of `i` turn the last term into a positive one
  have hI : (I * (Real.sin t : ℂ) * (I * -(Real.sin t : ℂ))) • (A * B * A)
      = ((Real.sin t : ℂ) ^ 2) • (A * B * A) := by
    congr 1
    linear_combination (-(Real.sin t : ℂ) ^ 2) * I_sq
  simp only [rotated, gate, comm, Real.cos_neg, Real.sin_neg, ofReal_neg, add_mul, mul_add,
    smul_mul_assoc, mul_smul_comm, one_mul, mul_one]
  linear_combination (norm := module) hI

/-- Commutator shift rule: the difference of `U(t) B U(-t)` and `U(-t) B U(t)` is
`i sin(2t) [A, B]`, for any generator `A` and any `B`. -/
theorem commutator_shift (A B : R) (t : ℝ) :
    rotated A t B - rotated A (-t) B = (I * (Real.sin (2 * t) : ℂ)) • comm A B := by
  -- only the term odd in `t` survives
  rw [rotated_expand, rotated_expand, Real.sin_two_mul]
  simp only [Real.cos_neg, Real.sin_neg, ofReal_neg, ofReal_mul, ofReal_ofNat]
  module

/-- At the angle `π/4` the finite difference equals `i [A, B]`. -/
theorem commutator_shift_pi_div_four (A B : R) :
    rotated A (Real.pi / 4) B - rotated A (-(Real.pi / 4)) B = I • comm A B := by
  have h : 2 * (Real.pi / 4) = Real.pi / 2 := by ring
  rw [commutator_shift, h, Real.sin_pi_div_two, ofReal_one, mul_one]

/-- At an angle with `sin(2t) ≠ 0`, the two opposite shifts of `B` agree exactly when `B`
commutes with the generator. -/
theorem shifts_agree_iff (A B : R) (t : ℝ) (ht : Real.sin (2 * t) ≠ 0) :
    rotated A t B = rotated A (-t) B ↔ A * B = B * A := by
  have hz : I * (Real.sin (2 * t) : ℂ) ≠ 0 :=
    mul_ne_zero I_ne_zero (ofReal_ne_zero.mpr ht)
  rw [← sub_eq_zero, commutator_shift, smul_eq_zero, or_iff_right hz, comm, sub_eq_zero]

/-- The four rotated observables with angles `±s` for `A` and `±t` for `C` combine, with signs, to
the nested commutator `[A, [C, B]]` times `-sin(2s) sin(2t)`. -/
theorem nested_commutator_shift (A C B : R) (s t : ℝ) :
    rotated A s (rotated C t B) - rotated A (-s) (rotated C t B)
      - rotated A s (rotated C (-t) B) + rotated A (-s) (rotated C (-t) B)
      = (-((Real.sin (2 * s) : ℂ) * (Real.sin (2 * t) : ℂ))) • comm A (comm C B) := by
  have hs : ∀ (z : ℂ) (D : R), comm A (z • D) = z • comm A D := by
    intro z D
    simp only [comm, mul_smul_comm, smul_mul_assoc, smul_sub]
  calc
    _ = (rotated A s (rotated C t B) - rotated A (-s) (rotated C t B))
        - (rotated A s (rotated C (-t) B) - rotated A (-s) (rotated C (-t) B)) := by abel
    -- the shift rule for the outer generator
    _ = (I * (Real.sin (2 * s) : ℂ)) • comm A (rotated C t B - rotated C (-t) B) := by
        rw [commutator_shift A (rotated C t B) s, commutator_shift A (rotated C (-t) B) s]
        simp only [comm, mul_sub, sub_mul]
        module
    -- the shift rule for the inner generator
    _ = _ := by
        rw [commutator_shift C B t, hs, smul_smul]
        congr 1
        linear_combination ((Real.sin (2 * s) : ℂ) * (Real.sin (2 * t) : ℂ)) * I_sq

/-- For a generator with `A² = 1`, the gate of angle `-t` undoes the gate of angle `t`. -/
theorem gate_mul_gate_neg (A : R) (hA : A * A = 1) (t : ℝ) :
    gate A t * gate A (-t) = 1 := by
  have h : (Real.cos t : ℂ) ^ 2 + (Real.sin t : ℂ) ^ 2 = 1 := by
    exact_mod_cast Real.cos_sq_add_sin_sq t
  have key : (Real.cos t : ℂ) * (Real.cos t : ℂ)
      + I * (Real.sin t : ℂ) * (I * -(Real.sin t : ℂ)) = 1 := by
    linear_combination h - (Real.sin t : ℂ) ^ 2 * I_sq
  have key' : ((Real.cos t : ℂ) * (Real.cos t : ℂ)
      + I * (Real.sin t : ℂ) * (I * -(Real.sin t : ℂ))) • (1 : R) = (1 : ℂ) • (1 : R) := by
    rw [key]
  simp only [gate, Real.cos_neg, Real.sin_neg, ofReal_neg, add_mul, mul_add,
    smul_mul_assoc, mul_smul_comm, one_mul, mul_one, hA]
  linear_combination (norm := module) key'

/-- For `A² = 1`, the rotated observable is a combination of `B`, `[A, B]` and
`[A, [A, B]]`. -/
theorem rotated_eq_commutators (A B : R) (hA : A * A = 1) (t : ℝ) :
    rotated A t B = B + (I * (Real.sin (2 * t) : ℂ) / 2) • comm A B
      - ((Real.sin t : ℂ) ^ 2 / 2) • comm A (comm A B) := by
  -- the double commutator is `2 (B - ABA)`
  have hd : comm A (comm A B) = (2 : ℂ) • (B - A * B * A) := by
    have h1 : A * (A * B) = B := by rw [← mul_assoc, hA, one_mul]
    have h2 : B * A * A = B := by rw [mul_assoc, hA, mul_one]
    simp only [comm, mul_sub, sub_mul]
    rw [h1, h2, ← mul_assoc A B A]
    module
  have h : (Real.cos t : ℂ) ^ 2 + (Real.sin t : ℂ) ^ 2 = 1 := by
    exact_mod_cast Real.cos_sq_add_sin_sq t
  have hc : ((Real.cos t : ℂ) ^ 2) • B = (1 - (Real.sin t : ℂ) ^ 2) • B := by
    congr 1
    linear_combination h
  rw [rotated_expand, hd, Real.sin_two_mul]
  simp only [ofReal_mul, ofReal_ofNat]
  linear_combination (norm := module) hc

/-- For `A² = 1`, the symmetric second difference of the rotated observable is
`-sin² t [A, [A, B]]`. -/
theorem double_commutator_shift (A B : R) (hA : A * A = 1) (t : ℝ) :
    rotated A t B + rotated A (-t) B - (2 : ℂ) • B
      = (-(Real.sin t : ℂ) ^ 2) • comm A (comm A B) := by
  rw [rotated_eq_commutators A B hA t, rotated_eq_commutators A B hA (-t)]
  simp only [mul_neg, Real.sin_neg, ofReal_neg]
  module

/-- The Pauli matrix `X` squares to one, and its commutator with the Pauli matrix `Z` is the
nonzero matrix shown. -/
theorem pauli_witness :
    (!![0, 1; 1, 0] : Matrix (Fin 2) (Fin 2) ℂ) * !![0, 1; 1, 0] = 1 ∧
    comm (!![0, 1; 1, 0] : Matrix (Fin 2) (Fin 2) ℂ) !![1, 0; 0, -1] = !![0, -2; 2, 0] := by
  constructor <;> ext i j <;> fin_cases i <;> fin_cases j <;>
    norm_num [comm, Matrix.mul_apply, Fin.sum_univ_succ]

end

end CommutatorShiftRule
```

```lean
#print axioms CommutatorShiftRule.commutator_shift_pi_div_four
#print axioms CommutatorShiftRule.shifts_agree_iff
#print axioms CommutatorShiftRule.gate_mul_gate_neg
#print axioms CommutatorShiftRule.double_commutator_shift
```

```
'CommutatorShiftRule.commutator_shift_pi_div_four' depends on axioms: [propext, Classical.choice, Quot.sound]
'CommutatorShiftRule.shifts_agree_iff' depends on axioms: [propext, Classical.choice, Quot.sound]
'CommutatorShiftRule.gate_mul_gate_neg' depends on axioms: [propext, Classical.choice, Quot.sound]
'CommutatorShiftRule.double_commutator_shift' depends on axioms: [propext, Classical.choice, Quot.sound]
```

## How the Lean statements and proofs match the algebra

The type `R` with `[Ring R] [Algebra ℂ R]` is the algebra of operators. Multiplication need not commute, and complex numbers act on operators through `•`. The definitions `gate A t`, `rotated A t B` and `comm A B` are $U_A(t)$, $R_A(t,B)$ and $[A,B]$. Angles are real, and their sines and cosines are converted to complex numbers before they multiply an operator.

`rotated_expand` is the three-term expansion. Its `simp only` call distributes the product and collects scalars in front of operator words such as `A * B * A`. The tactic `module` then compares coefficients. It does not know that $i^2=-1$, so the auxiliary equation `hI` supplies the sign of the $ABA$ term.

`commutator_shift` is the main identity, with no hypothesis on `A`. It expands both sides of the subtraction, replaces $\sin(2t)$ by $2\sin t\cos t$, and lets `module` cancel the even terms. `commutator_shift_pi_div_four` inserts $\sin(\pi/2)=1$. `shifts_agree_iff` moves everything to one side and divides out the nonzero scalar, which is where `ht` enters.

The `calc` block of `nested_commutator_shift` follows the two-generator derivation: it groups the four terms into two differences, applies the rule to `A`, then to `C`. The local statement `hs` takes a scalar out of a commutator.

The hypothesis `hA : A * A = 1` appears in three theorems. `gate_mul_gate_neg` proves $U_A(t)U_A(-t)=1$. In `rotated_eq_commutators`, `hd` is the formula $[A,[A,B]]=2(B-ABA)$ and `hc` replaces $\cos^2t$ by $1-\sin^2t$. `double_commutator_shift` uses that closed form at $t$ and $-t$.

`pauli_witness` checks entry by entry that $X^2=1$ and that $[X,Z]$ is the displayed nonzero matrix. The condition $A^2=1$ therefore does not force the commutator to vanish.

## Exact operators, ideal gates

The theorems are equalities between operators, so they cover matrices of every size and, with them, every state in which an expectation value is taken. They also cover bounded operators on an infinite-dimensional space, and unbounded operators that all map a common domain into itself. For other unbounded operators, sums and products raise questions of domain that the theorems do not address.

Hermiticity is never assumed. The results therefore do not say that `gate A t` is unitary or that `B` is measurable; a code meets those conditions by its choice of `A` and `B`.

For a generator with $A^2\neq1$, the main identity still concerns $\cos t+i\sin t\,A$, which in general is not $e^{itA}$. A circuit that implements the exponential of such a generator, for instance a sum of several Pauli strings, needs a different shift rule in general.

Gate errors, floating-point rounding and the statistical error of a finite number of measurements are absent from the model. The last of these affects the choice of angle: recovering $[A,B]$ from the difference means dividing by $\sin(2t)$, which amplifies noise when $t$ is small. At $t=\pi/4$ this factor has its largest value, 1.
